# Polaritons, dark states and the collective Rabi splitting when N molecules share one excitation with a photon mode

To obtain the coupling per molecule from the two polariton peaks of $N$ identical molecules in a resonant cavity, one divides the peak separation by $2\sqrt N$. This step rests on a splitting of $2|g|\sqrt N$, which holds at resonance in a model with one lossless photon mode, one excited level per molecule, one excitation in total, equal real couplings $g$ and no direct interaction between molecules. The molecular excitation energy, and the transition dipole that determines $g$ together with the cavity field, can come from a time-dependent density functional calculation on a single molecule.

## One excitation shared by a photon and N molecules

Let $N$ be the number of molecules.

```lean
import Mathlib

open Matrix

namespace CollectiveRabi

noncomputable section

variable {N : ℕ}
```

Energies are in units with $\hbar=1$. The photon level is $\omega_c$, every molecule has one excited level at energy $\omega_0$ above its ground state, and molecule $i$ couples to the photon with real strength $g_i$, where $i=0,\dots,N-1$. A state has a photon amplitude $a$ and molecular amplitudes $c_i$, and the Hamiltonian acts as

$$a\mapsto \omega_c a+\sum_j g_j c_j,\qquad c_i\mapsto g_i a+\omega_0 c_i .$$

Keeping a single excitation means that counter-rotating terms, which change the number of excitations, are left out. In Lean the basis is `Option (Fin N)`: `none` is the photon and `some i` is molecule $i$.

```lean
/-- Single-excitation Hamiltonian of one photon mode (index `none`, level `ωc`) coupled to
`N` molecules (indices `some i`, level `ω₀`) with real couplings `g i`. -/
def hamiltonian (ω₀ ωc : ℝ) (g : Fin N → ℝ) :
    Matrix (Option (Fin N)) (Option (Fin N)) ℝ :=
  Matrix.of fun a b => match a, b with
    | none, none => ωc
    | none, some j => g j
    | some i, none => g i
    | some i, some j => if i = j then ω₀ else 0
```

The stationary states of energy $\mu$, together with the zero vector, form the eigenspace of this matrix. Amplitudes are taken real, which loses no eigenvalue because the matrix is real and symmetric.

```lean
/-- The space of stationary states of the coupled system with energy `μ`. -/
abbrev levelSpace (ω₀ ωc : ℝ) (g : Fin N → ℝ) (μ : ℝ) : Submodule ℝ (Option (Fin N) → ℝ) :=
  Module.End.eigenspace (Matrix.toLin' (hamiltonian ω₀ ωc g)) μ
```

Write $G^2=\sum_i g_i^2$ with $G\ge 0$. The upper polariton energy will turn out to be

$$\mu_+=\frac{\omega_0+\omega_c}{2}+\sqrt{\frac{(\omega_0-\omega_c)^2}{4}+G^2}.$$

```lean
/-- Energy of the upper polariton. -/
def upperPolariton (ω₀ ωc : ℝ) (g : Fin N → ℝ) : ℝ :=
  (ω₀ + ωc) / 2 + √((ω₀ - ωc) ^ 2 / 4 + ∑ i, g i ^ 2)
```

The lower one, $\mu_-$, has the opposite sign before the root.

```lean
/-- Energy of the lower polariton. -/
def lowerPolariton (ω₀ ωc : ℝ) (g : Fin N → ℝ) : ℝ :=
  (ω₀ + ωc) / 2 - √((ω₀ - ωc) ^ 2 / 4 + ∑ i, g i ^ 2)
```

The candidate eigenvector has $a=\mu-\omega_0$ and $c_i=g_i$. It is called bright because its molecular part is the combination to which the photon couples.

```lean
/-- The bright vector at energy `μ`: photon amplitude `μ - ω₀`, molecular amplitudes `g i`. -/
def bright (ω₀ : ℝ) (g : Fin N → ℝ) (μ : ℝ) : Option (Fin N) → ℝ :=
  fun a => a.elim (μ - ω₀) g
```

Row by row, the eigenvalue equation reads

$$\omega_c a+\sum_j g_j c_j=\mu a,\qquad g_i a+\omega_0 c_i=\mu c_i\quad\text{for all } i .$$

The next lemma unfolds the matrix product into these two lines, on which the later eigenspace arguments rest.

```lean
/-- The stationary equation, written out for the photon and molecular amplitudes. -/
theorem mem_levelSpace (ω₀ ωc : ℝ) (g : Fin N → ℝ) (μ : ℝ) (v : Option (Fin N) → ℝ) :
    v ∈ levelSpace ω₀ ωc g μ ↔
      ωc * v none + ∑ j, g j * v (some j) = μ * v none ∧
      ∀ i, g i * v none + ω₀ * v (some i) = μ * v (some i) := by
  unfold levelSpace
  rw [Module.End.mem_eigenspace_iff, Matrix.toLin'_apply, funext_iff, Option.forall]
  simp [hamiltonian, Matrix.mulVec, dotProduct, Fintype.sum_option]
```

## The two polariton energies

Eliminating the $c_i$ will lead to the secular equation $(\mu-\omega_0)(\mu-\omega_c)=G^2$. Completing the square turns it into

$$\left(\mu-\frac{\omega_0+\omega_c}{2}\right)^2=\frac{(\omega_0-\omega_c)^2}{4}+G^2,$$

whose solutions are $\mu_+$ and $\mu_-$. The proof replaces the square root by a symbol $s$ of which only $s^2$ is known, factors the quadratic as $(\mu-\mu_+)(\mu-\mu_-)=0$, and reads off the two cases. The converse is substitution.

```lean
/-- The secular equation `(μ - ω₀)(μ - ωc) = ∑ g i ^ 2` is solved exactly by the two
polariton energies. -/
theorem secular_iff (ω₀ ωc : ℝ) (g : Fin N → ℝ) (μ : ℝ) :
    (μ - ω₀) * (μ - ωc) = ∑ i, g i ^ 2 ↔
      μ = upperPolariton ω₀ ωc g ∨ μ = lowerPolariton ω₀ ωc g := by
  have hs : √((ω₀ - ωc) ^ 2 / 4 + ∑ i, g i ^ 2) ^ 2 = (ω₀ - ωc) ^ 2 / 4 + ∑ i, g i ^ 2 :=
    Real.sq_sqrt (by positivity)
  unfold upperPolariton lowerPolariton
  generalize √((ω₀ - ωc) ^ 2 / 4 + ∑ i, g i ^ 2) = s at hs ⊢
  constructor
  · intro h
    have h0 : (μ - ((ω₀ + ωc) / 2 + s)) * (μ - ((ω₀ + ωc) / 2 - s)) = 0 := by
      linear_combination h - hs
    rcases mul_eq_zero.mp h0 with h1 | h1
    · exact Or.inl (sub_eq_zero.mp h1)
    · exact Or.inr (sub_eq_zero.mp h1)
  · rintro (h | h) <;> rw [h] <;> linear_combination hs
```

Now suppose that at least one $g_i$ is nonzero, so that the photon really interacts with the molecules. Then $G^2>0$, and a solution of the secular equation cannot have $\mu=\omega_0$. The molecular rows give

$$c_j=\frac{a}{\mu-\omega_0}\,g_j ,$$

so every stationary state is the multiple $a/(\mu-\omega_0)$ of the bright vector. Conversely, the bright vector satisfies the molecular rows identically, and its photon row is

$$\omega_c(\mu-\omega_0)+G^2=\mu(\mu-\omega_0),$$

which is the secular equation again. The eigenspace is therefore a line, and the level is non-degenerate.

```lean
/-- If the couplings are not all zero, then at a solution of the secular equation the stationary
states form the line spanned by the bright vector, so the level is non-degenerate. -/
theorem polariton_level (ω₀ ωc : ℝ) {g : Fin N → ℝ} (hg : g ≠ 0) {μ : ℝ}
    (hμ : (μ - ω₀) * (μ - ωc) = ∑ i, g i ^ 2) :
    levelSpace ω₀ ωc g μ = Submodule.span ℝ {bright ω₀ g μ} ∧
      Module.finrank ℝ (levelSpace ω₀ ωc g μ) = 1 := by
  obtain ⟨i, hi⟩ := Function.ne_iff.mp hg
  have hi' : g i ≠ 0 := hi
  have hpos : 0 < ∑ j, g j ^ 2 :=
    Finset.sum_pos' (fun j _ => sq_nonneg (g j)) ⟨i, Finset.mem_univ i, by positivity⟩
  -- a non-zero collective coupling pushes the polaritons away from the bare molecular level
  have hne : μ - ω₀ ≠ 0 := by
    intro h
    rw [h, zero_mul] at hμ
    linarith
  have hspan : levelSpace ω₀ ωc g μ = Submodule.span ℝ {bright ω₀ g μ} := by
    ext v
    rw [mem_levelSpace, Submodule.mem_span_singleton]
    constructor
    · rintro ⟨-, h⟩
      refine ⟨v none / (μ - ω₀), ?_⟩
      funext a
      cases a with
      | none =>
        change v none / (μ - ω₀) * (μ - ω₀) = v none
        exact div_mul_cancel₀ _ hne
      | some j =>
        change v none / (μ - ω₀) * g j = v (some j)
        rw [div_mul_eq_mul_div, div_eq_iff hne]
        linear_combination h j
    · rintro ⟨k, rfl⟩
      constructor
      · change ωc * (k * (μ - ω₀)) + ∑ j, g j * (k * g j) = μ * (k * (μ - ω₀))
        have hk : ∑ j, g j * (k * g j) = k * ∑ j, g j ^ 2 := by
          rw [Finset.mul_sum]
          exact Finset.sum_congr rfl fun j _ => by ring
        rw [hk]
        linear_combination -k * hμ
      · intro j
        change g j * (k * (μ - ω₀)) + ω₀ * (k * g j) = μ * (k * g j)
        ring
  refine ⟨hspan, ?_⟩
  rw [hspan]
  apply finrank_span_singleton
  intro h
  exact hne (congrFun h none)
```

The bright vector in the code is not normalised. Its squared length is $(\mu-\omega_0)^2+G^2$, so the normalised state has photon weight

$$\frac{(\mu-\omega_0)^2}{(\mu-\omega_0)^2+G^2}.$$

At resonance $(\mu-\omega_0)^2=G^2$, and each polariton is half photon and half molecular excitation.

## The dark states at the bare molecular energy

For $\mu=\omega_0$ the molecular rows reduce to $g_i a=0$. Since some $g_i$ is nonzero, $a=0$, and the photon row becomes $\sum_j g_j c_j=0$. Conversely, any vector with these two properties solves all the rows. The photon level $\omega_c$ has disappeared from the conditions, so detuning the cavity leaves these states unchanged.

```lean
/-- If the couplings are not all zero, the eigenspace at the bare molecular energy consists of
exactly the photon-free vectors whose molecular amplitudes satisfy `∑ g i * c i = 0`. -/
theorem mem_dark (ω₀ ωc : ℝ) {g : Fin N → ℝ} (hg : g ≠ 0) (v : Option (Fin N) → ℝ) :
    v ∈ levelSpace ω₀ ωc g ω₀ ↔ v none = 0 ∧ ∑ j, g j * v (some j) = 0 := by
  obtain ⟨i, hi⟩ := Function.ne_iff.mp hg
  rw [mem_levelSpace]
  constructor
  · rintro ⟨h1, h2⟩
    have h3 : g i * v none = 0 := by linear_combination h2 i
    have h4 : v none = 0 := (mul_eq_zero.mp h3).resolve_left hi
    refine ⟨h4, ?_⟩
    simpa only [h4, mul_zero, zero_add] using h1
  · rintro ⟨h1, h2⟩
    exact ⟨by rw [h1, h2]; ring, fun j => by rw [h1]; ring⟩
```

To count them, consider the linear map $L(a,c)=\bigl(a,\sum_j g_j c_j\bigr)$ from $\mathbb R^{N+1}$ to $\mathbb R^2$. Its kernel is the dark space. It is surjective: to reach $(x,y)$, take $a=x$, put $c_i=y/g_i$ on one molecule with $g_i\ne0$, and set the other molecular amplitudes to zero. Rank-nullity gives

$$N+1=2+\dim\ker L,\qquad\text{hence}\qquad \dim\ker L=N-1 .$$

Lean states this as dimension plus one equals $N$.

```lean
/-- If the couplings are not all zero, the eigenspace at the bare molecular energy has dimension `N
- 1`, which is zero for a single molecule. -/
theorem finrank_dark (ω₀ ωc : ℝ) {g : Fin N → ℝ} (hg : g ≠ 0) :
    Module.finrank ℝ (levelSpace ω₀ ωc g ω₀) + 1 = N := by
  obtain ⟨i, hi⟩ := Function.ne_iff.mp hg
  have hi' : g i ≠ 0 := hi
  -- the two linear constraints that define the dark states
  let L : (Option (Fin N) → ℝ) →ₗ[ℝ] ℝ × ℝ :=
    { toFun := fun v => (v none, ∑ j, g j * v (some j))
      map_add' := by intro u v; simp [mul_add, Finset.sum_add_distrib]
      map_smul' := by intro c v; simp [Finset.mul_sum, mul_left_comm] }
  have hker : levelSpace ω₀ ωc g ω₀ = LinearMap.ker L := by
    ext v
    rw [mem_dark ω₀ ωc hg, LinearMap.mem_ker]
    change _ ↔ ((v none, ∑ j, g j * v (some j)) : ℝ × ℝ) = 0
    rw [Prod.mk_eq_zero]
  have hsurj : Function.Surjective L := by
    rintro ⟨x, y⟩
    refine ⟨fun a => a.elim x (fun j => if j = i then y / g i else 0), Prod.ext rfl ?_⟩
    change ∑ j, g j * (if j = i then y / g i else 0) = y
    simp only [mul_ite, mul_zero, Finset.sum_ite_eq', Finset.mem_univ, if_true]
    field_simp
  have h := L.finrank_range_add_finrank_ker
  rw [LinearMap.range_eq_top.mpr hsurj] at h
  simp only [finrank_top, Module.finrank_prod, Module.finrank_self,
    Module.finrank_fintype_fun_eq_card, Fintype.card_option, Fintype.card_fin] at h
  rw [hker]
  omega
```

## No further levels

Let $\mu\neq\omega_0$ be an eigenvalue with a nonzero eigenvector. Multiplying molecular row $j$ by $g_j$ and summing gives

$$(\mu-\omega_0)\sum_j g_j c_j=a\,G^2 .$$

The photon row says $\sum_j g_j c_j=(\mu-\omega_c)a$, so

$$a\left[(\mu-\omega_0)(\mu-\omega_c)-G^2\right]=0 .$$

If $a=0$, the molecular rows give $(\mu-\omega_0)c_j=0$, so every $c_j$ vanishes and the vector is zero, a contradiction. The bracket must therefore vanish, and $\mu$ is a polariton energy.

The remaining value $\mu=\omega_0$ is an eigenvalue exactly when the dark space has positive dimension, that is, when $N\ge2$. A single molecule has two polaritons and no dark level. In the proof `h3` is the summed equation, `h4` is the product that vanishes, and the dimension results supply the converse direction.

```lean
/-- The full spectrum for arbitrary couplings, not all zero: the two polariton energies and,
for at least two molecules, the bare molecular energy. -/
theorem spectrum_iff (ω₀ ωc : ℝ) {g : Fin N → ℝ} (hg : g ≠ 0) (μ : ℝ) :
    Module.End.HasEigenvalue (Matrix.toLin' (hamiltonian ω₀ ωc g)) μ ↔
      μ = upperPolariton ω₀ ωc g ∨ μ = lowerPolariton ω₀ ωc g ∨ (μ = ω₀ ∧ 2 ≤ N) := by
  change levelSpace ω₀ ωc g μ ≠ ⊥ ↔ _
  rw [← or_assoc, ← secular_iff]
  have hdark := finrank_dark ω₀ ωc hg
  constructor
  · intro h
    by_cases hμ : μ = ω₀
    · subst hμ
      rw [ne_eq, ← Submodule.finrank_eq_zero] at h
      exact Or.inr ⟨rfl, by omega⟩
    · left
      obtain ⟨v, hv, hv0⟩ := Submodule.exists_mem_ne_zero_of_ne_bot h
      obtain ⟨h1, h2⟩ := (mem_levelSpace ω₀ ωc g μ v).mp hv
      have hne : μ - ω₀ ≠ 0 := sub_ne_zero.mpr hμ
      -- eliminate the molecular amplitudes
      have h3 : (μ - ω₀) * ∑ j, g j * v (some j) = v none * ∑ j, g j ^ 2 := by
        rw [Finset.mul_sum, Finset.mul_sum]
        exact Finset.sum_congr rfl fun j _ => by linear_combination -g j * h2 j
      have h4 : v none * ((μ - ω₀) * (μ - ωc) - ∑ j, g j ^ 2) = 0 := by
        linear_combination h3 - (μ - ω₀) * h1
      rcases mul_eq_zero.mp h4 with h5 | h5
      · refine absurd ?_ hv0
        funext a
        cases a with
        | none => exact h5
        | some j =>
          have h6 : (μ - ω₀) * v (some j) = 0 := by
            linear_combination g j * h5 - h2 j
          exact (mul_eq_zero.mp h6).resolve_left hne
      · exact sub_eq_zero.mp h5
  · rintro (h | ⟨rfl, hN⟩)
    · have h1 := (polariton_level ω₀ ωc hg h).2
      rw [ne_eq, ← Submodule.finrank_eq_zero]
      omega
    · rw [ne_eq, ← Submodule.finrank_eq_zero]
      omega
```

### How `linear_combination` carries the elimination

The algebra in these proofs turns on the tactic `linear_combination`. The user supplies a combination of known equations, and the tactic checks with `ring` that the goal differs from that combination only by a polynomial identity. For `h4` the combination is `h3 - (μ - ω₀) * h1`: take the summed molecular equation and subtract $(\mu-\omega_0)$ times the photon row. The terms in $\sum_j g_j c_j$ cancel, which is the elimination done by hand.

The tactic does not search for the coefficients; they are chosen by the user to make the unwanted terms cancel. Nor does this elimination divide by $\mu-\omega_0$. That factor is removed only afterwards, where it is known to be nonzero.

## Equal couplings

If every $g_i$ equals the same $g\neq0$ and $N\ge1$, then $G^2=Ng^2$ and

$$\mu_\pm=\frac{\omega_0+\omega_c}{2}\pm\sqrt{\frac{(\omega_0-\omega_c)^2}{4}+Ng^2}.$$

The dark condition $g\sum_j c_j=0$ becomes $\sum_j c_j=0$. The theorem collects the spectrum, this zero-sum description of the level at $\omega_0$, and its dimension $N-1$. The assumption $N\ge1$ is used to turn $g\ne0$ into the statement that some molecule is coupled.

```lean
/-- Spectrum for `N ≥ 1` molecules with equal coupling `g ≠ 0`: two polaritons with squared
collective coupling `N g ^ 2` and, for `N ≥ 2`, the level `ω₀`. The eigenspace at `ω₀` consists of
the photon-free zero-sum vectors and has dimension `N - 1`. -/
theorem collective_rabi (ω₀ ωc : ℝ) {g : ℝ} (hN : 1 ≤ N) (hg : g ≠ 0) :
    (∀ μ, Module.End.HasEigenvalue
        (Matrix.toLin' (hamiltonian ω₀ ωc (fun _ : Fin N => g))) μ ↔
      μ = (ω₀ + ωc) / 2 + √((ω₀ - ωc) ^ 2 / 4 + N * g ^ 2) ∨
      μ = (ω₀ + ωc) / 2 - √((ω₀ - ωc) ^ 2 / 4 + N * g ^ 2) ∨ (μ = ω₀ ∧ 2 ≤ N)) ∧
    (∀ v, v ∈ levelSpace ω₀ ωc (fun _ : Fin N => g) ω₀ ↔
      v none = 0 ∧ ∑ j, v (some j) = 0) ∧
    Module.finrank ℝ (levelSpace ω₀ ωc (fun _ : Fin N => g) ω₀) + 1 = N := by
  have hg' : (fun _ : Fin N => g) ≠ 0 := fun h => hg (congrFun h ⟨0, hN⟩)
  refine ⟨fun μ => ?_, fun v => ?_, finrank_dark ω₀ ωc hg'⟩
  · have h := spectrum_iff ω₀ ωc hg' μ
    have hsum : ∑ _i : Fin N, g ^ 2 = N * g ^ 2 := by simp
    unfold upperPolariton lowerPolariton at h
    rw [hsum] at h
    exact h
  · rw [mem_dark ω₀ ωc hg', ← Finset.mul_sum, mul_eq_zero, or_iff_right hg]
```

## The splitting at and away from resonance

For arbitrary real couplings, subtracting the two polariton energies gives

$$\mu_+-\mu_-=2\sqrt{\frac{(\omega_0-\omega_c)^2}{4}+G^2}\;\ge\;2G .$$

Equality requires $(\omega_0-\omega_c)^2=0$, so the minimum over detuning lies exactly at resonance. The proof uses that the square root is increasing for the bound, and that it is injective on nonnegative numbers for the equality case.

```lean
/-- The polariton splitting is never below `2 √(∑ g i ^ 2)`, and it takes this value exactly
when photon and molecules are resonant. -/
theorem splitting_minimal (ω₀ ωc : ℝ) (g : Fin N → ℝ) :
    2 * √(∑ i, g i ^ 2) ≤ upperPolariton ω₀ ωc g - lowerPolariton ω₀ ωc g ∧
    (upperPolariton ω₀ ωc g - lowerPolariton ω₀ ωc g = 2 * √(∑ i, g i ^ 2) ↔ ω₀ = ωc) := by
  have hG : 0 ≤ ∑ i, g i ^ 2 := Finset.sum_nonneg fun i _ => sq_nonneg (g i)
  have hd : upperPolariton ω₀ ωc g - lowerPolariton ω₀ ωc g =
      2 * √((ω₀ - ωc) ^ 2 / 4 + ∑ i, g i ^ 2) := by
    unfold upperPolariton lowerPolariton
    ring
  rw [hd]
  refine ⟨?_, fun h => ?_, fun h => ?_⟩
  · have := Real.sqrt_le_sqrt
      (show ∑ i, g i ^ 2 ≤ (ω₀ - ωc) ^ 2 / 4 + ∑ i, g i ^ 2 by nlinarith [sq_nonneg (ω₀ - ωc)])
    linarith
  · have h1 : √((ω₀ - ωc) ^ 2 / 4 + ∑ i, g i ^ 2) = √(∑ i, g i ^ 2) := by linarith
    have h2 := (Real.sqrt_inj (by positivity) hG).mp h1
    have h3 : (ω₀ - ωc) ^ 2 = 0 := by linarith
    exact sub_eq_zero.mp (pow_eq_zero_iff two_ne_zero |>.mp h3)
  · rw [h]
    simp
```

With equal couplings and $\omega_0=\omega_c=\omega$, the minimum is

$$2\sqrt{Ng^2}=2|g|\sqrt N .$$

The absolute value appears because $g$ may have either sign. This last formula also holds for $g=0$, where both sides vanish.

```lean
/-- At resonance, `N` equally coupled molecules give the splitting `2 |g| √N`. -/
theorem resonant_splitting (N : ℕ) (ω g : ℝ) :
    upperPolariton ω ω (fun _ : Fin N => g) - lowerPolariton ω ω (fun _ : Fin N => g) =
      2 * |g| * √N := by
  have hsum : ∑ _i : Fin N, g ^ 2 = N * g ^ 2 := by simp
  rw [(splitting_minimal ω ω (fun _ : Fin N => g)).2.mpr rfl, hsum,
    Real.sqrt_mul (Nat.cast_nonneg N), Real.sqrt_sq_eq_abs]
  ring

end

end CollectiveRabi
```

```lean
#print axioms CollectiveRabi.collective_rabi
#print axioms CollectiveRabi.resonant_splitting
```

```
'CollectiveRabi.collective_rabi' depends on axioms: [propext, Classical.choice, Quot.sound]
'CollectiveRabi.resonant_splitting' depends on axioms: [propext, Classical.choice, Quot.sound]
```

The $\sqrt N$ law describes identical molecular levels. Spread in the $\omega_0$ values, direct coupling between molecules, cavity loss and further photon modes all change the matrix, and these theorems do not cover them. Unequal couplings are covered, with $G$ in place of $|g|\sqrt N$.
